# Jucys–Murphy operators have bounded integer eigenvalues in finite-dimensional complex representations

When spin eigenfunctions are built by numerical diagonalisation, the states can be chosen as eigenvectors of the sum of the exchanges of one particle with all earlier ones, and labelled by the eigenvalue. The computer returns floating-point eigenvalues, and rounding them to integer labels is justified only if the true eigenvalues are integers. The parts below prove this for finite-dimensional complex representations of the permutation group.

Let \(\rho\) represent the permutations of \(n\) particles on a complex vector space \(V\), and write \((i\,k)\) for the exchange of particles \(i\) and \(k\). The Jucys–Murphy operator of particle \(k\) is
\[
X_k=\sum_{i<k}\rho(i\,k).
\]
In Lean it is `jm ρ k`, a linear map from \(V\) to itself. Particles are numbered from zero (`Fin n`), so this \(X_k\) is the textbook \(X_{k+1}\). No inner product or unitarity is assumed.

```lean
import Mathlib

open Equiv

namespace JucysMurphyIntegrality

noncomputable section

variable {n : ℕ} {V : Type*} [AddCommGroup V] [Module ℂ V]

/-- The Jucys-Murphy operator of particle `k` in a representation `ρ`: the sum of the exchanges
of `k` with every earlier particle. Particles are numbered from zero. -/
def jm (ρ : Representation ℂ (Perm (Fin n)) V) (k : Fin n) : Module.End ℂ V :=
  ∑ i ∈ Finset.Iio k, ρ (swap i k)
```

## (a) Operators of different particles

Show that for \(j<k\)
\[
X_jX_k=X_kX_j .
\]

**Solution.** Take \(a<j\) and let \(\sigma=(a\,j)\). Since \(\sigma\) fixes \(k\), we have \(\sigma\,(i\,k)=(\sigma(i)\,k)\,\sigma\). As \(i\) runs over the particles before \(k\), so does \(\sigma(i)\). Hence \(\rho(\sigma)X_k=X_k\rho(\sigma)\), and summing over \(a<j\) gives the claim. The reordering is `Finset.sum_equiv` in the code.

```lean
/-- The Jucys-Murphy operators of two particles `j < k` commute. -/
theorem jm_commute (ρ : Representation ℂ (Perm (Fin n)) V) {j k : Fin n} (hjk : j < k) :
    jm ρ j * jm ρ k = jm ρ k * jm ρ j := by
  have h : ∀ a ∈ Finset.Iio j, ρ (swap a j) * jm ρ k = jm ρ k * ρ (swap a j) := by
    intro a ha
    have haj : a < j := Finset.mem_Iio.mp ha
    have hak : a < k := haj.trans hjk
    unfold jm
    rw [Finset.mul_sum, Finset.sum_mul]
    -- exchanging two earlier particles only reorders the terms of the sum
    refine Finset.sum_equiv (swap a j) ?_ ?_
    · intro i
      simp only [Finset.mem_Iio, swap_apply_def]
      split_ifs with h1 h2
      · subst h1
        exact ⟨fun _ => hjk, fun _ => hak⟩
      · subst h2
        exact ⟨fun _ => hak, fun _ => hjk⟩
      · exact Iff.rfl
    · intro i _
      rw [← map_mul, ← map_mul, Equiv.mul_swap_eq_swap_mul,
        swap_apply_of_ne_of_ne hak.ne' hjk.ne']
  calc jm ρ j * jm ρ k = ∑ a ∈ Finset.Iio j, ρ (swap a j) * jm ρ k := by
        rw [← Finset.sum_mul]; rfl
    _ = ∑ a ∈ Finset.Iio j, jm ρ k * ρ (swap a j) := Finset.sum_congr rfl h
    _ = jm ρ k * jm ρ j := by rw [← Finset.mul_sum]; rfl
```

## (b) Moving an exchange past the operator

For neighbours \(k=j+1\) and \(s=\rho(j\,k)\), show that
\[
sX_k=X_js+1 .
\]

**Solution.** Split off the last term: \(X_k=s+\sum_{i<j}\rho(i\,k)\). For \(i<j\), \((j\,k)(i\,k)=(i\,j)(j\,k)\), so \(s\,\rho(i\,k)=\rho(i\,j)\,s\). These terms sum to \(X_js\), and the split-off term gives \(s^2=1\). In Lean, `hI` splits the index set, `hs` moves the exchange and `hss` squares it.

```lean
/-- For neighbouring particles `j` and `k = j + 1`, moving their exchange through the
Jucys-Murphy operator of `k` turns it into that of `j` and leaves an extra identity. -/
theorem exchange_mul_jm (ρ : Representation ℂ (Perm (Fin n)) V) {j k : Fin n}
    (hjk : (k : ℕ) = j + 1) :
    ρ (swap j k) * jm ρ k = jm ρ j * ρ (swap j k) + 1 := by
  have hI : Finset.Iio k = insert j (Finset.Iio j) := by
    ext i
    simp only [Finset.mem_Iio, Finset.mem_insert, Fin.lt_def, Fin.ext_iff]
    omega
  have hss : ρ (swap j k) * ρ (swap j k) = 1 := by
    rw [← map_mul, swap_mul_self, map_one]
  have hs : ∑ i ∈ Finset.Iio j, ρ (swap j k) * ρ (swap i k)
      = ∑ i ∈ Finset.Iio j, ρ (swap i j) * ρ (swap j k) := by
    refine Finset.sum_congr rfl fun i hi => ?_
    have hij : i < j := Finset.mem_Iio.mp hi
    have hik : i ≠ k := by
      intro h
      rw [Fin.lt_def, h] at hij
      omega
    rw [← map_mul, ← map_mul, Equiv.mul_swap_eq_swap_mul,
      swap_apply_of_ne_of_ne hij.ne hik, swap_apply_right]
  unfold jm
  rw [hI, Finset.sum_insert (by simp), mul_add, Finset.mul_sum, Finset.sum_mul, hs, hss]
  exact add_comm _ _
```

## (c) Eigenvalues of neighbouring particles

Keep \(k=j+1\), and let \(v\neq0\) satisfy \(X_jv=av\) and \(X_kv=bv\). Show that
\[
b\text{ is an eigenvalue of }X_j,\quad\text{or}\quad b=a\pm1 .
\]

**Solution.** Part (b) applied to \(v\) gives \(X_jsv=b\,sv-v\). Put \(w=(b-a)sv-v\). Then
\[
X_jw=(b-a)(b\,sv-v)-av=b(b-a)sv-bv=bw .
\]
If \(w\neq0\), it is an eigenvector of \(X_j\) with eigenvalue \(b\). If \(w=0\), then \((b-a)sv=v\). Applying \(s\) gives \((b-a)v=sv\), so \((b-a)^2v=v\) and \(b-a=\pm1\). The code splits on `hw` in the same way.

```lean
/-- Let a nonzero state have Jucys-Murphy eigenvalues `a` and `b` for neighbouring particles
`j` and `k = j + 1`. Then `b` is also an eigenvalue for particle `j`, or `b = a ± 1`. -/
theorem neighbour_eigenvalues (ρ : Representation ℂ (Perm (Fin n)) V) {j k : Fin n}
    (hjk : (k : ℕ) = j + 1) {v : V} (hv : v ≠ 0) {a b : ℂ}
    (ha : jm ρ j v = a • v) (hb : jm ρ k v = b • v) :
    (jm ρ j).HasEigenvalue b ∨ b = a + 1 ∨ b = a - 1 := by
  have h1 : jm ρ j (ρ (swap j k) v) = b • ρ (swap j k) v - v := by
    have h := LinearMap.congr_fun (exchange_mul_jm ρ hjk) v
    simp only [Module.End.mul_apply, LinearMap.add_apply, Module.End.one_apply, hb,
      map_smul] at h
    exact eq_sub_of_add_eq h.symm
  have h2 : ρ (swap j k) (ρ (swap j k) v) = v := by
    rw [← Module.End.mul_apply, ← map_mul, swap_mul_self, map_one, Module.End.one_apply]
  by_cases hw : (b - a) • ρ (swap j k) v - v = 0
  · -- the exchange acts on the state as a number, whose square is one
    right
    have e1 := sub_eq_zero.mp hw
    have e2 := congrArg (ρ (swap j k)) e1
    rw [map_smul, h2] at e2
    rw [← e2] at e1
    have e3 : ((b - a) * (b - a) - 1) • v = 0 := by
      rw [sub_smul, mul_smul, one_smul, e1, sub_self]
    have e4 := (smul_eq_zero.mp e3).resolve_right hv
    have e5 : (b - (a + 1)) * (b - (a - 1)) = 0 := by linear_combination e4
    exact (mul_eq_zero.mp e5).imp sub_eq_zero.mp sub_eq_zero.mp
  · -- otherwise the combination is an eigenvector for particle `j`
    left
    refine Module.End.hasEigenvalue_of_hasEigenvector
      (x := (b - a) • ρ (swap j k) v - v) ⟨Module.End.mem_eigenspace_iff.mpr ?_, hw⟩
    rw [map_sub, map_smul, h1, ha]
    module
```

## (d) Integrality and the bound

Let \(V\) be finite-dimensional. Show that every eigenvalue \(\mu\) of \(X_k\) satisfies
\[
\mu=m\in\mathbb Z,\qquad |m|\le k .
\]

**Solution.** Use induction on the particle number. \(X_0\) is an empty sum, so its only possible eigenvalue is \(0\). Now let \(b\) be an eigenvalue of \(X_{l+1}\). By (a), \(X_l\) maps the corresponding eigenspace into itself, so it has an eigenvector \(v\) there, with eigenvalue \(a\). By induction \(a\) is an integer with \(|a|\le l\). By (c), either \(b\) is an eigenvalue of \(X_l\), hence an integer with \(|b|\le l\), or \(b=a\pm1\), hence an integer with \(|b|\le l+1\).

The joint eigenvector comes from `LinearMap.restrict`. Given the invariance proof `hmaps`, it turns \(X_l\) into an operator on the eigenspace, which is a vector space in its own right. `Module.End.exists_eigenvalue` then applies, because this space is nonzero, finite-dimensional and complex. `congrArg Subtype.val` carries the eigenvalue equation back to \(V\).

For the last particle, \(k=n-1\), the bound is \(n-1\).

```lean
/-- In a finite-dimensional complex representation of the permutations of `n` particles, every
eigenvalue of the Jucys-Murphy operator of particle `k` is an integer of absolute value at
most `k`, the number of earlier particles. -/
theorem jm_eigenvalue_integer [FiniteDimensional ℂ V]
    (ρ : Representation ℂ (Perm (Fin n)) V) (k : Fin n) {μ : ℂ}
    (hμ : (jm ρ k).HasEigenvalue μ) :
    ∃ m : ℤ, μ = m ∧ |m| ≤ ((k : ℕ) : ℤ) := by
  have key : ∀ (l : ℕ) (hl : l < n) (b : ℂ), (jm ρ ⟨l, hl⟩).HasEigenvalue b →
      ∃ m : ℤ, b = m ∧ |m| ≤ (l : ℤ) := by
    intro l
    induction l with
    | zero =>
      intro hl b hb
      obtain ⟨v, hv⟩ := hb.exists_hasEigenvector
      have h0 : jm ρ ⟨0, hl⟩ = 0 := by
        refine Finset.sum_eq_zero fun i hi => ?_
        have hi' := Finset.mem_Iio.mp hi
        rw [Fin.lt_def] at hi'
        exact absurd hi' (Nat.not_lt_zero _)
      have h := hv.apply_eq_smul
      rw [h0, LinearMap.zero_apply] at h
      exact ⟨0, by simpa using (smul_eq_zero.mp h.symm).resolve_right hv.2, by simp⟩
    | succ l ih =>
      intro hl b hb
      have hl' : l < n := by omega
      have hc := jm_commute ρ (j := ⟨l, hl'⟩) (k := ⟨l + 1, hl⟩)
        (Fin.lt_def.mpr (Nat.lt_succ_self l))
      -- the earlier operator preserves the eigenspace, so a joint eigenvector exists
      have hmaps : ∀ v ∈ Module.End.eigenspace (jm ρ ⟨l + 1, hl⟩) b,
          jm ρ ⟨l, hl'⟩ v ∈ Module.End.eigenspace (jm ρ ⟨l + 1, hl⟩) b := by
        intro v hv
        rw [Module.End.mem_eigenspace_iff] at hv ⊢
        rw [← Module.End.mul_apply, ← hc, Module.End.mul_apply, hv, map_smul]
      obtain ⟨w, hw⟩ := hb.exists_hasEigenvector
      have : Nontrivial (Module.End.eigenspace (jm ρ ⟨l + 1, hl⟩) b) :=
        ⟨⟨⟨w, hw.1⟩, 0, fun h => hw.2 (congrArg Subtype.val h)⟩⟩
      obtain ⟨a, ha⟩ := Module.End.exists_eigenvalue ((jm ρ ⟨l, hl'⟩).restrict hmaps)
      obtain ⟨v, hv⟩ := ha.exists_hasEigenvector
      have hva : jm ρ ⟨l, hl'⟩ (v : V) = a • (v : V) :=
        congrArg Subtype.val hv.apply_eq_smul
      have hvb := Module.End.mem_eigenspace_iff.mp v.2
      have hv0 : (v : V) ≠ 0 := fun h => hv.2 (Subtype.ext h)
      obtain ⟨m, hm, hml⟩ := ih hl' a
        (Module.End.hasEigenvalue_of_hasEigenvector
          ⟨Module.End.mem_eigenspace_iff.mpr hva, hv0⟩)
      rw [abs_le] at hml
      rcases neighbour_eigenvalues ρ rfl hv0 hva hvb with h | h | h
      · obtain ⟨p, hp, hpl⟩ := ih hl' b h
        exact ⟨p, hp, by push_cast; linarith⟩
      · exact ⟨m + 1, by rw [h, hm]; push_cast; ring,
          by rw [abs_le]; push_cast; constructor <;> linarith⟩
      · exact ⟨m - 1, by rw [h, hm]; push_cast; ring,
          by rw [abs_le]; push_cast; constructor <;> linarith⟩
  exact key k k.2 μ hμ
```

## (e) Symmetric states

Let every exchange leave \(v\) unchanged. Show that
\[
X_kv=k\,v .
\]

**Solution.** The sum has \(k\) terms, each giving \(v\). For \(v\neq0\), the upper bound in (d) is attained.

```lean
/-- On a state unchanged by every exchange, the Jucys-Murphy operator of particle `k` acts as
the number `k`. -/
theorem jm_symmetric (ρ : Representation ℂ (Perm (Fin n)) V) (k : Fin n) {v : V}
    (hv : ∀ i j, ρ (swap i j) v = v) : jm ρ k v = ((k : ℕ) : ℂ) • v := by
  simp only [jm, LinearMap.sum_apply, hv, Finset.sum_const, Fin.card_Iio, Nat.cast_smul_eq_nsmul]
```

## (f) Antisymmetric states

Let every exchange of two different particles reverse the sign of \(v\). Show that
\[
X_kv=-k\,v .
\]

**Solution.** Each of the \(k\) terms gives \(-v\). For \(v\neq0\), the lower bound is attained.

```lean
/-- On a state that changes sign under every exchange of two different particles, the
Jucys-Murphy operator of particle `k` acts as the number `-k`. -/
theorem jm_antisymmetric (ρ : Representation ℂ (Perm (Fin n)) V) (k : Fin n) {v : V}
    (hv : ∀ i j, i ≠ j → ρ (swap i j) v = -v) : jm ρ k v = (-((k : ℕ) : ℂ)) • v := by
  have h : ∑ i ∈ Finset.Iio k, ρ (swap i k) v = ∑ _i ∈ Finset.Iio k, -v :=
    Finset.sum_congr rfl fun i hi => hv i k (Finset.mem_Iio.mp hi).ne
  rw [jm, LinearMap.sum_apply, h, Finset.sum_const, Fin.card_Iio, neg_smul,
    Nat.cast_smul_eq_nsmul, smul_neg]
```

## (g) Energies of an exchange-coupled star

A central site is coupled to \(n\) outer sites, each site having \(d\) levels. A wavefunction \(\psi\) assigns an amplitude to each configuration \(c\), and permutations act by \((\rho(\sigma)\psi)(c)=\psi(c\circ\sigma)\). The Hamiltonian is \(H=JX_n\), with the central site numbered last. The real constant \(J\) is the exchange energy; \(J>0\) favours antisymmetric pairs.

```lean
/-- Permutations of `n` sites acting on wavefunctions of the site configurations, where each
site has `d` levels. -/
def siteRep (n d : ℕ) : Representation ℂ (Perm (Fin n)) ((Fin n → Fin d) → ℂ) where
  toFun σ := LinearMap.funLeft ℂ ℂ (fun c => c ∘ σ)
  map_one' := LinearMap.ext fun _ => rfl
  map_mul' _ _ := LinearMap.ext fun _ => rfl

/-- The star Hamiltonian: the last of `n + 1` sites is coupled to each of the `n` others by an
exchange of strength `J`. -/
def starHamiltonian (n d : ℕ) (J : ℝ) : Module.End ℂ ((Fin (n + 1) → Fin d) → ℂ) :=
  (J : ℂ) • jm (siteRep (n + 1) d) (Fin.last n)
```

Show that every energy has the form
\[
E=Jm,\qquad m\in\mathbb Z,\quad |m|\le n .
\]

**Solution.** Let \(Hv=Ev\) with \(v\neq0\). If \(J\neq0\), then \(X_nv=(E/J)v\), and (d) applies. If \(J=0\), then \(E=0\) and \(m=0\) will do.

For \(d\ge1\), \(X_n\) always has the eigenvalue \(n\), by (e) applied to a constant wavefunction. The lower end is not always attained: \(X_n\) has the eigenvalue \(-n\) only if \(d\ge n+1\), because this needs a nonzero state antisymmetric in all \(n+1\) sites.

For \(d=2\), with dimensionless spin operators \(\mathbf S_i\), the Hamiltonian is \(H=2J\sum_{i<n}\mathbf S_i\cdot\mathbf S_n+nJ/2\). Up to the constant shift, this is a Heisenberg star of spins one-half with equal couplings \(2J\) and no bonds between outer sites. Whether a real magnetic cluster has such couplings is a separate physical question.

```lean
/-- Every energy of the star Hamiltonian with `n` outer sites is an integer multiple `m` of the
coupling `J`, with `m` between `-n` and `n`. -/
theorem star_energy {n d : ℕ} {J : ℝ} {E : ℂ} (hE : (starHamiltonian n d J).HasEigenvalue E) :
    ∃ m : ℤ, E = J * m ∧ |m| ≤ (n : ℤ) := by
  obtain ⟨v, hv⟩ := hE.exists_hasEigenvector
  have h := hv.apply_eq_smul
  rw [starHamiltonian, LinearMap.smul_apply] at h
  by_cases hJ : (J : ℂ) = 0
  · rw [hJ, zero_smul] at h
    exact ⟨0, by simpa using (smul_eq_zero.mp h.symm).resolve_right hv.2, by simp⟩
  · -- divide by the coupling and use integrality
    have hx : jm (siteRep (n + 1) d) (Fin.last n) v = ((J : ℂ)⁻¹ * E) • v := by
      rw [mul_smul, ← h, smul_smul, inv_mul_cancel₀ hJ, one_smul]
    obtain ⟨m, hm, hmn⟩ := jm_eigenvalue_integer (siteRep (n + 1) d) (Fin.last n)
      (Module.End.hasEigenvalue_of_hasEigenvector
        ⟨Module.End.mem_eigenspace_iff.mpr hx, hv.2⟩)
    exact ⟨m, by rw [← hm, mul_inv_cancel_left₀ hJ], by simpa using hmn⟩

end

end JucysMurphyIntegrality
```

```lean
#print axioms JucysMurphyIntegrality.jm_eigenvalue_integer
#print axioms JucysMurphyIntegrality.jm_symmetric
#print axioms JucysMurphyIntegrality.jm_antisymmetric
#print axioms JucysMurphyIntegrality.star_energy
```

```
'JucysMurphyIntegrality.jm_eigenvalue_integer' depends on axioms: [propext, Classical.choice, Quot.sound]
'JucysMurphyIntegrality.jm_symmetric' depends on axioms: [propext, Classical.choice, Quot.sound]
'JucysMurphyIntegrality.jm_antisymmetric' depends on axioms: [propext, Classical.choice, Quot.sound]
'JucysMurphyIntegrality.star_energy' depends on axioms: [propext, Classical.choice, Quot.sound]
```

## Exchange between all pairs

For \(n\) particles in all, the exchanges of all pairs add up to \(\sum_{k=0}^{n-1}X_k\). The result extends to this sum, though the extension is not formalised here. The operators \(X_k\) commute with one another and with their sum, so each eigenspace of the sum contains a joint eigenvector of them all. In finite dimension, every eigenvalue of the sum is therefore an integer of absolute value at most \(n(n-1)/2\).
